# The midpoint rule conserves Wronskians of the radial Dirac equation, and explicit Euler enlarges nonzero ones where the matrix has positive determinant

The implicit midpoint rule defines the next spinor by an equation that contains it, so it is modelled here as a relation between successive spinors, while explicit Euler is a map. Conservation can then be stated without first asking whether the next spinor exists. Both rules discretise $du/dr=M(r)u$, where $u=(P,Q)$ holds the large and small radial components and $M$ is a real $2\times2$ matrix.

```lean
import Mathlib

open Matrix

namespace RadialDiracWronskian

noncomputable section

/-- The Wronskian `P₁ Q₂ - Q₁ P₂` of two radial spinors `(P₁, Q₁)` and `(P₂, Q₂)`. -/
def wronskian (u v : Fin 2 → ℝ) : ℝ := u 0 * v 1 - u 1 * v 0
```

A spinor has type `Fin 2 → ℝ`: two real numbers, with `u 0` for $P$ and `u 1` for $Q$. The Wronskian is $W(u,v)=u_0v_1-u_1v_0$.

```lean
/-- The implicit midpoint rule: `u'` follows `u` after a step `h` when the increment is `h M`
applied to the average of the two spinors. -/
def MidpointStep (h : ℝ) (M : Matrix (Fin 2) (Fin 2) ℝ) (u u' : Fin 2 → ℝ) : Prop :=
  u' = u + h • (M *ᵥ ((1 / 2 : ℝ) • (u + u')))
```

`MidpointStep h M u u'` is a proposition, true when $u'=u+hM\bar u$ with $\bar u=(u+u')/2$. Here $u'$ is the next spinor, not a derivative. The symbol `*ᵥ` applies a matrix to a vector, and `•` multiplies by a number.

```lean
/-- The explicit Euler rule: the spinor after a step `h` is `u + h M u`. -/
def eulerStep (h : ℝ) (M : Matrix (Fin 2) (Fin 2) ℝ) (u : Fin 2 → ℝ) : Fin 2 → ℝ :=
  u + h • (M *ᵥ u)
```

Euler returns $(1+hM)u$ directly.

```lean
/-- The matrix of the radial Dirac equation for `(P, Q)` in atomic units, with the energy `E`
measured from the rest energy; its domain is `r ≠ 0` and `c ≠ 0`. -/
def diracMatrix (c κ E V r : ℝ) : Matrix (Fin 2) (Fin 2) ℝ :=
  !![-κ / r, 2 * c + (E - V) / c; -(E - V) / c, κ / r]
```

This is the Dirac matrix for one electron in a given spherical potential $V$, with speed of light $c$, angular quantum number $\kappa$ (any real number here) and energy $E$ measured from the rest energy.

```lean
/-- One midpoint step changes the Wronskian by `h tr M` times the Wronskian of the averaged
spinors. -/
theorem wronskian_midpointStep {h : ℝ} {M : Matrix (Fin 2) (Fin 2) ℝ} {u u' v v' : Fin 2 → ℝ}
    (hu : MidpointStep h M u u') (hv : MidpointStep h M v v') :
    wronskian u' v' - wronskian u v =
      h * M.trace * wronskian ((1 / 2 : ℝ) • (u + u')) ((1 / 2 : ℝ) • (v + v')) := by
  have hu0 := congrFun hu 0
  have hu1 := congrFun hu 1
  have hv0 := congrFun hv 0
  have hv1 := congrFun hv 1
  simp only [Pi.add_apply, Pi.smul_apply, smul_eq_mul, Matrix.mulVec, dotProduct,
    Fin.sum_univ_two] at hu0 hu1 hv0 hv1
  simp only [wronskian, Matrix.trace_fin_two, Pi.add_apply, Pi.smul_apply, smul_eq_mul]
  -- discrete product rule: each increment is paired with the average of the other solution
  linear_combination (v 1 + v' 1) / 2 * hu0 - (v 0 + v' 0) / 2 * hu1
    + (u 0 + u' 0) / 2 * hv1 - (u 1 + u' 1) / 2 * hv0
```

The hypotheses `hu` and `hv` say that both solutions take a midpoint step. The discrete product rule gives
$$W(u',v')-W(u,v)=W(u'-u,\bar v)+W(\bar u,v'-v).$$
Inserting the increments yields $h\,[W(M\bar u,\bar v)+W(\bar u,M\bar v)]$. Written out in components, the bracket is $\operatorname{tr}M\;W(\bar u,\bar v)$. In Lean, `linear_combination` multiplies the four component equations by the averaged components and adds them.

```lean
/-- For traceless matrices the implicit midpoint recursion conserves the Wronskian of any two
solutions exactly, over any number of steps of any sizes. -/
theorem midpoint_wronskian_conserved {h : ℕ → ℝ} {M : ℕ → Matrix (Fin 2) (Fin 2) ℝ}
    (hM : ∀ n, (M n).trace = 0) {u v : ℕ → Fin 2 → ℝ}
    (hu : ∀ n, MidpointStep (h n) (M n) (u n) (u (n + 1)))
    (hv : ∀ n, MidpointStep (h n) (M n) (v n) (v (n + 1))) (n : ℕ) :
    wronskian (u n) (v n) = wronskian (u 0) (v 0) := by
  induction n with
  | zero => rfl
  | succ n ih =>
    have key := wronskian_midpointStep (hu n) (hv n)
    rw [hM n, mul_zero, zero_mul] at key
    linarith
```

Now `h n` and `M n` may differ from step to step. If every trace vanishes, each step leaves $W$ unchanged, and induction on $n$ gives $W(u_n,v_n)=W(u_0,v_0)$, where the subscript now counts steps. Invertibility is not assumed.

```lean
/-- For a traceless matrix the determinant of `1 - h M / 2` is `1 + h² det M / 4`. -/
theorem det_midpoint (h : ℝ) {M : Matrix (Fin 2) (Fin 2) ℝ} (hM : M.trace = 0) :
    (1 - (h / 2) • M).det = 1 + h ^ 2 / 4 * M.det := by
  rw [Matrix.trace_fin_two] at hM
  simp [Matrix.det_fin_two]
  linear_combination (-(h / 2)) * hM
```

For any $2\times2$ matrix, $\det(1-hM/2)=1-\tfrac h2\operatorname{tr}M+\tfrac{h^2}4\det M$. Zero trace removes the middle term.

```lean
/-- If `1 - h M / 2` is invertible, every spinor has exactly one successor under the implicit
midpoint rule. -/
theorem midpoint_existsUnique {h : ℝ} {M : Matrix (Fin 2) (Fin 2) ℝ}
    (hA : IsUnit (1 - (h / 2) • M)) (u : Fin 2 → ℝ) : ∃! u', MidpointStep h M u u' := by
  have hd := (Matrix.isUnit_iff_isUnit_det _).mp hA
  -- the implicit rule is a linear system for the new spinor
  have key : ∀ w, MidpointStep h M u w ↔
      (1 - (h / 2) • M) *ᵥ w = (1 + (h / 2) • M) *ᵥ u := by
    intro w
    have e : (1 - (h / 2) • M) *ᵥ w - (1 + (h / 2) • M) *ᵥ u =
        w - (u + h • (M *ᵥ ((1 / 2 : ℝ) • (u + w)))) := by
      simp only [Matrix.sub_mulVec, Matrix.add_mulVec, Matrix.one_mulVec, Matrix.smul_mulVec,
        Matrix.mulVec_smul, Matrix.mulVec_add]
      module
    rw [MidpointStep, ← sub_eq_zero (a := w), ← e, sub_eq_zero]
  refine ⟨(1 - (h / 2) • M)⁻¹ *ᵥ ((1 + (h / 2) • M) *ᵥ u), (key _).mpr ?_, fun w hw => ?_⟩
  · rw [Matrix.mulVec_mulVec, Matrix.mul_nonsing_inv _ hd, Matrix.one_mulVec]
  · rw [← (key w).mp hw, Matrix.mulVec_mulVec, Matrix.nonsing_inv_mul _ hd, Matrix.one_mulVec]
```

The symbol `∃!` means "there is exactly one". Collecting the new spinor on the left turns the rule into
$$(1-hM/2)\,u'=(1+hM/2)\,u,$$
which is `key` in the proof. The inverse matrix supplies a solution and shows that any other equals it.

Without invertibility this can fail. Take $M=\operatorname{diag}(1,-1)$ and $h=2$. The first component of the rule reads $P'=2P+P'$, so a spinor with $P\neq0$ has no successor, and one with $P=0$ has infinitely many.

An atomic calculation that uses the midpoint rule can solve this $2\times2$ system once per radial step, for a trial $E$ and tabulated $V$; other integration schemes and basis expansions are also in use. When a radial Green's function is built from a regular and an irregular solution for a fixed spherical potential, their Wronskian is its denominator up to a constant factor, so a drift in $W$ changes its amplitude.

```lean
/-- One explicit Euler step multiplies the Wronskian by `1 + h tr M + h² det M`. -/
theorem wronskian_eulerStep (h : ℝ) (M : Matrix (Fin 2) (Fin 2) ℝ) (u v : Fin 2 → ℝ) :
    wronskian (eulerStep h M u) (eulerStep h M v) =
      (1 + h * M.trace + h ^ 2 * M.det) * wronskian u v := by
  simp only [wronskian, eulerStep, Pi.add_apply, Pi.smul_apply, smul_eq_mul, Matrix.mulVec,
    dotProduct, Fin.sum_univ_two, Matrix.trace_fin_two, Matrix.det_fin_two]
  ring
```

Since $W(Au,Av)=\det A\;W(u,v)$, the Euler factor is $\det(1+hM)=1+h\operatorname{tr}M+h^2\det M$. Lean expands the components and `ring` checks the identity.

```lean
/-- For traceless matrices, `n` explicit Euler steps multiply the Wronskian of two solutions by
the product of the factors `1 + h² det M`. -/
theorem euler_wronskian_product {h : ℕ → ℝ} {M : ℕ → Matrix (Fin 2) (Fin 2) ℝ}
    (hM : ∀ n, (M n).trace = 0) {u v : ℕ → Fin 2 → ℝ}
    (hu : ∀ n, u (n + 1) = eulerStep (h n) (M n) (u n))
    (hv : ∀ n, v (n + 1) = eulerStep (h n) (M n) (v n)) (n : ℕ) :
    wronskian (u n) (v n) =
      (∏ k ∈ Finset.range n, (1 + h k ^ 2 * (M k).det)) * wronskian (u 0) (v 0) := by
  induction n with
  | zero => simp
  | succ n ih =>
    rw [hu n, hv n, wronskian_eulerStep, hM n, ih, Finset.prod_range_succ]
    ring
```

With zero trace, induction multiplies the factors:
$$W(u_n,v_n)=\prod_{k=0}^{n-1}(1+h_k^2\det M_k)\;W(u_0,v_0).$$
For $n=0$ the product is 1.

```lean
/-- For traceless matrices with positive determinant and nonzero steps, explicit Euler makes the
absolute value of an initially nonzero Wronskian grow strictly at every step. -/
theorem euler_wronskian_grows {h : ℕ → ℝ} {M : ℕ → Matrix (Fin 2) (Fin 2) ℝ}
    (hM : ∀ n, (M n).trace = 0) (hdet : ∀ n, 0 < (M n).det) (hh : ∀ n, h n ≠ 0)
    {u v : ℕ → Fin 2 → ℝ}
    (hu : ∀ n, u (n + 1) = eulerStep (h n) (M n) (u n))
    (hv : ∀ n, v (n + 1) = eulerStep (h n) (M n) (v n))
    (h0 : wronskian (u 0) (v 0) ≠ 0) :
    StrictMono (fun n => |wronskian (u n) (v n)|) := by
  have hfac : ∀ n, 1 < 1 + h n ^ 2 * (M n).det := by
    intro n
    have h1 : 0 < h n ^ 2 := by
      have := hh n
      positivity
    have h2 := mul_pos h1 (hdet n)
    linarith
  refine strictMono_nat_of_lt_succ fun n => ?_
  -- the Wronskian never vanishes, since all factors are positive
  have hW : wronskian (u n) (v n) ≠ 0 := by
    rw [euler_wronskian_product hM hu hv n]
    exact mul_ne_zero (Finset.prod_pos fun k _ => by linarith [hfac k]).ne' h0
  have hstep : wronskian (u (n + 1)) (v (n + 1)) =
      (1 + h n ^ 2 * (M n).det) * wronskian (u n) (v n) := by
    rw [hu n, hv n, wronskian_eulerStep, hM n, mul_zero, add_zero]
  show |wronskian (u n) (v n)| < |wronskian (u (n + 1)) (v (n + 1))|
  rw [hstep, abs_mul, abs_of_pos (by linarith [hfac n] : 0 < 1 + h n ^ 2 * (M n).det)]
  exact lt_mul_of_one_lt_left (abs_pos.mpr hW) (hfac n)
```

If $\det M_n>0$ and $h_n\neq0$, every factor exceeds 1 (`hfac`). A nonzero initial Wronskian therefore stays nonzero (`hW`), and its absolute value rises at each step, which is what `StrictMono` says. Negative steps, as in inward integration, are allowed.

```lean
/-- The radial Dirac matrix is traceless. -/
theorem diracMatrix_trace (c κ E V r : ℝ) : (diracMatrix c κ E V r).trace = 0 := by
  rw [diracMatrix, Matrix.trace_fin_two_of]
  ring
```

The diagonal entries $-\kappa/r$ and $\kappa/r$ cancel.

```lean
/-- For nonzero `c` and `r`, the radial Dirac matrix has positive determinant exactly when
`κ² < r² (2 (E - V) + (E - V)² / c²)`. -/
theorem diracMatrix_det_pos_iff {c r : ℝ} (κ E V : ℝ) (hc : c ≠ 0) (hr : r ≠ 0) :
    0 < (diracMatrix c κ E V r).det ↔
      κ ^ 2 < r ^ 2 * (2 * (E - V) + ((E - V) / c) ^ 2) := by
  have e : r ^ 2 * (diracMatrix c κ E V r).det =
      r ^ 2 * (2 * (E - V) + ((E - V) / c) ^ 2) - κ ^ 2 := by
    rw [diracMatrix, Matrix.det_fin_two_of]
    field_simp
    ring
  have hr2 : 0 < r ^ 2 := by positivity
  rw [← mul_pos_iff_of_pos_left hr2, e, sub_pos]
```

The determinant is $-\kappa^2/r^2+2(E-V)+(E-V)^2/c^2$, and multiplying by $r^2>0$ gives the criterion. For a traceless matrix held constant, the eigenvalues are $\pm\sqrt{-\det M}$, so a positive determinant means oscillation. Since the Dirac matrix varies with $r$, this is only a local guide, and the region it marks is not the classically allowed one: for s states $\kappa^2=1$, while the nonrelativistic centrifugal term has $l(l+1)=0$. Where the determinant is negative, a small enough Euler step shrinks a nonzero Wronskian instead.

```lean
/-- On a radial grid with nonzero `c`, radii and steps where
`κ² < r² (2 (E - V) + (E - V)² / c²)`, the midpoint rule for the Dirac equation conserves every
Wronskian, while explicit Euler makes each initially nonzero one grow strictly in size. -/
theorem dirac_midpoint_versus_euler {c κ E : ℝ} {V r h : ℕ → ℝ} (hc : c ≠ 0)
    (hr : ∀ n, r n ≠ 0) (hh : ∀ n, h n ≠ 0)
    (hosc : ∀ n, κ ^ 2 < r n ^ 2 * (2 * (E - V n) + ((E - V n) / c) ^ 2))
    (u v : ℕ → Fin 2 → ℝ) :
    ((∀ n, MidpointStep (h n) (diracMatrix c κ E (V n) (r n)) (u n) (u (n + 1))) →
      (∀ n, MidpointStep (h n) (diracMatrix c κ E (V n) (r n)) (v n) (v (n + 1))) →
      ∀ n, wronskian (u n) (v n) = wronskian (u 0) (v 0)) ∧
    ((∀ n, u (n + 1) = eulerStep (h n) (diracMatrix c κ E (V n) (r n)) (u n)) →
      (∀ n, v (n + 1) = eulerStep (h n) (diracMatrix c κ E (V n) (r n)) (v n)) →
      wronskian (u 0) (v 0) ≠ 0 → StrictMono (fun n => |wronskian (u n) (v n)|)) := by
  have hM : ∀ n, (diracMatrix c κ E (V n) (r n)).trace = 0 :=
    fun n => diracMatrix_trace c κ E (V n) (r n)
  have hdet : ∀ n, 0 < (diracMatrix c κ E (V n) (r n)).det :=
    fun n => (diracMatrix_det_pos_iff κ E (V n) hc (hr n)).mpr (hosc n)
  exact ⟨fun hu hv => midpoint_wronskian_conserved hM hu hv,
    fun hu hv h0 => euler_wronskian_grows hM hdet hh hu hv h0⟩

end

end RadialDiracWronskian
```

The hypothesis `hosc` says that the determinant is positive at every step. Only the Euler half needs it: by `diracMatrix_trace` and `midpoint_wronskian_conserved`, the midpoint rule conserves the Wronskian whatever the sign of the determinant. The two halves of the conclusion treat `u` and `v` first as midpoint solutions, then as Euler solutions, and combine the earlier theorems. No relation between `r n` and `h n` is imposed, so the matrix may be sampled at the middle of each interval. The sequences are infinite, but a finite stretch can be continued by repeating its last radius, potential and step; the midpoint successors exist because $\det(1-hM/2)=1+\tfrac{h^2}4\det M>0$ under `hosc`. The theorem concerns real numbers without rounding, and a conserved Wronskian does not by itself make the individual spinors accurate.

```lean
#print axioms RadialDiracWronskian.det_midpoint
-- 'RadialDiracWronskian.det_midpoint' depends on axioms: [propext, Classical.choice, Quot.sound]
#print axioms RadialDiracWronskian.midpoint_existsUnique
-- 'RadialDiracWronskian.midpoint_existsUnique' depends on axioms: [propext, Classical.choice, Quot.sound]
#print axioms RadialDiracWronskian.dirac_midpoint_versus_euler
-- 'RadialDiracWronskian.dirac_midpoint_versus_euler' depends on axioms: [propext, Classical.choice, Quot.sound]
```
